# Scalar spin chirality from two exchange processes: $[E_{pq}E_{qp},E_{qr}E_{rq}]=-4i\,\mathbf S_p\cdot(\mathbf S_q\times\mathbf S_r)$ for three distinct sites

For three spins one-half, take one component on each of two bonds that share site 2:
$$[S_1^xS_2^x,\;S_2^yS_3^y]=S_1^x[S_2^x,S_2^y]S_3^y=i\,S_1^xS_2^zS_3^y .$$
I can see how summing over components builds a triple product. But my spins are carried by electrons, and the exchange process I have in mind is hopping from site 1 to site 2 and back, which passes through a doubly occupied site. The product of the two hops also contains occupation numbers. Do I need exactly one electron per site for the commutator to be pure chirality?

## The occupation terms commute with everything that remains

No. The identity holds between operators, so it holds on every state, whatever the occupations. Single occupancy enters when one exchange process is reduced to a pure spin operator. It also decides where the commutator can be nonzero: if any of the three sites is empty or doubly occupied, its spin operators give zero, and so do both sides of the identity.

Let $c_{ps}$ create and $a_{ps}$ annihilate an electron at site $p$ with spin $s$. Set $\hbar=1$ and define
$$E_{pq}=\sum_s c_{ps}a_{qs},\quad N_p=E_{pp},\quad S_p^k=\tfrac12\sum_{st}\sigma^k_{st}c_{ps}a_{pt}.$$

Moving the inner annihilator past the inner creator in each product gives
$$[c_{ps}a_{qt},c_{p's'}a_{q't'}]=\delta_{qp'}\delta_{ts'}c_{ps}a_{q't'}-\delta_{q'p}\delta_{t's}c_{p's'}a_{qt},$$
because the four-operator remainders are equal. Three facts follow: $N_p$ commutes with every on-site bilinear, spins on different sites commute, and $[\sigma^k,\sigma^l]=2i\sum_m\epsilon_{klm}\sigma^m$ gives $[S_q^k,S_q^l]=i\sum_m\epsilon_{klm}S_q^m$.

For $p\ne q$, the anticommutation relations give
$$E_{pq}E_{qp}=\sum_{st}c_{ps}(\delta_{st}-c_{qt}a_{qs})a_{pt}=N_p-\sum_{st}c_{ps}a_{pt}\,c_{qt}a_{qs}.$$
With $\sum_k\sigma^k_{st}\sigma^k_{uv}=2\delta_{sv}\delta_{tu}-\delta_{st}\delta_{uv}$, the last sum is $2\,\mathbf S_p\cdot\mathbf S_q+\tfrac12N_pN_q$. Hence
$$E_{pq}E_{qp}=N_p-\tfrac12N_pN_q-2\,\mathbf S_p\cdot\mathbf S_q .$$
When both sites hold one electron, this acts as $\tfrac12-2\,\mathbf S_p\cdot\mathbf S_q$.

In the commutator of two such products the occupation terms drop out, leaving
$$4[\mathbf S_p\cdot\mathbf S_q,\mathbf S_q\cdot\mathbf S_r]=4i\sum_{klm}\epsilon_{klm}S_p^kS_q^mS_r^l=-4i\,\mathbf S_p\cdot(\mathbf S_q\times\mathbf S_r).$$
The minus sign arises because the triple product carries $\epsilon_{kml}=-\epsilon_{klm}$.

For singly occupied sites with one orbital each, this gives the leading short-time error when time evolution under two Heisenberg bonds sharing one site is approximated by a product of two exponentials, one per bond: it is a chirality term.

## What the Lean statement assumes

`exchange_commutator_eq_chirality` takes two families `c` and `a` of elements of any complex algebra `A`, indexed by site and spin and satisfying `CAR`, and three pairwise distinct sites. `CAR` describes orthonormal orbitals, one per site. It does not require `c` to be the adjoint of `a`. `hop c a p q` is $E_{pq}$, spin labels 0 and 1 mean up and down, and components 0, 1, 2 mean $x,y,z$. `triple` is the chirality, with its factors in the order $p,q,r$.

For states, `A` becomes `Module.End ℂ V`, the linear operators on a complex vector space. `singly_occupied_exchange` then assumes $N_pw=N_qw=w$. That a material's low-energy Hamiltonian is built from these exchange products is a separate physical step.

```lean
import Mathlib

open Complex

namespace ScalarSpinChirality

noncomputable section

variable {P A V : Type*} [DecidableEq P] [Ring A] [Algebra ℂ A]
  [AddCommGroup V] [Module ℂ V]

/-- The canonical anticommutation relations for creators `c p s` and annihilators `a p s`
at site `p` with spin `s`. -/
structure CAR (c a : P → Fin 2 → A) : Prop where
  cc : ∀ p s q t, c p s * c q t + c q t * c p s = 0
  aa : ∀ p s q t, a p s * a q t + a q t * a p s = 0
  ac : ∀ p s q t, a p s * c q t + c q t * a p s = if p = q ∧ s = t then 1 else 0

/-- The spin-summed hopping operator `E_pq`; for `p = q` it is the occupation of the site. -/
def hop (c a : P → Fin 2 → A) (p q : P) : A := ∑ s, c p s * a q s

/-- The three Pauli matrices. -/
def pauli : Fin 3 → Matrix (Fin 2) (Fin 2) ℂ :=
  ![!![0, 1; 1, 0], !![0, -I; I, 0], !![1, 0; 0, -1]]

/-- Component `k` of the local spin at site `p`. -/
def spin (c a : P → Fin 2 → A) (p : P) (k : Fin 3) : A :=
  (1 / 2 : ℂ) • ∑ s, ∑ t, pauli k s t • (c p s * a p t)

/-- The scalar product of two vectors of operators. -/
def dot (x y : Fin 3 → A) : A := ∑ k, x k * y k

/-- The scalar triple product `x · (y × z)` of vectors of operators, in this order. -/
def triple (x y z : Fin 3 → A) : A :=
  x 0 * (y 1 * z 2 - y 2 * z 1) + x 1 * (y 2 * z 0 - y 0 * z 2)
    + x 2 * (y 0 * z 1 - y 1 * z 0)

omit [DecidableEq P] in
/-- The local spin components written out in creators and annihilators. -/
theorem spin_components (c a : P → Fin 2 → A) (p : P) :
    spin c a p 0 = (1 / 2 : ℂ) • (c p 0 * a p 1 + c p 1 * a p 0) ∧
    spin c a p 1 = (I / 2) • (c p 1 * a p 0 - c p 0 * a p 1) ∧
    spin c a p 2 = (1 / 2 : ℂ) • (c p 0 * a p 0 - c p 1 * a p 1) := by
  refine ⟨?_, ?_, ?_⟩ <;> simp [spin, pauli, Fin.sum_univ_two] <;> module

omit [Algebra ℂ A] in
/-- The commutator of two creator-annihilator bilinears is again a sum of bilinears. -/
theorem bilinear_commutator {c a : P → Fin 2 → A} (h : CAR c a) (p q p' q' : P)
    (s t s' t' : Fin 2) :
    c p s * a q t * (c p' s' * a q' t') - c p' s' * a q' t' * (c p s * a q t) =
      (if q = p' ∧ t = s' then c p s * a q' t' else 0)
        - (if q' = p ∧ t' = s then c p' s' * a q t else 0) := by
  calc _ = c p s * (if q = p' ∧ t = s' then 1 else 0) * a q' t'
        - c p' s' * (if q' = p ∧ t' = s then 1 else 0) * a q t := by
        rw [← h.ac q t p' s', ← h.ac q' t' p s]
        linear_combination (norm := noncomm_ring)
          c p' s' * c p s * h.aa q t q' t' - h.cc p s p' s' * a q t * a q' t'
    _ = _ := by split_ifs <;> simp

omit [Algebra ℂ A] in
/-- The occupation of any site commutes with every on-site bilinear. -/
theorem number_commute {c a : P → Fin 2 → A} (h : CAR c a) (p q : P) (s t : Fin 2) :
    Commute (hop c a p p) (c q s * a q t) := by
  have e : hop c a p p * (c q s * a q t) - c q s * a q t * hop c a p p =
      (c p 0 * a p 0 * (c q s * a q t) - c q s * a q t * (c p 0 * a p 0))
      + (c p 1 * a p 1 * (c q s * a q t) - c q s * a q t * (c p 1 * a p 1)) := by
    simp only [hop, Fin.sum_univ_two, add_mul, mul_add]
    abel
  refine sub_eq_zero.mp ?_
  rw [e, bilinear_commutator h, bilinear_commutator h]
  by_cases hpq : p = q
  · subst hpq
    fin_cases s <;> fin_cases t <;> simp
  · simp [hpq, Ne.symm hpq]

/-- The local spin components obey the angular momentum commutation relations. -/
theorem spin_commutator {c a : P → Fin 2 → A} (h : CAR c a) (p : P) :
    spin c a p 0 * spin c a p 1 - spin c a p 1 * spin c a p 0 = I • spin c a p 2 ∧
    spin c a p 1 * spin c a p 2 - spin c a p 2 * spin c a p 1 = I • spin c a p 0 ∧
    spin c a p 2 * spin c a p 0 - spin c a p 0 * spin c a p 2 = I • spin c a p 1 := by
  obtain ⟨hx, hy, hz⟩ := spin_components c a p
  have b := bilinear_commutator h p p p p
  have b1 := b 0 1 1 0
  have b2 := b 0 1 0 0
  have b3 := b 0 1 1 1
  have b4 := b 1 0 0 0
  have b5 := b 1 0 1 1
  simp only [true_and, zero_ne_one, one_ne_zero, if_true, if_false] at b1 b2 b3 b4 b5
  have hI : I * (I / 2) = -(1 / 2) := by linear_combination (1 / 2) * I_mul_I
  rw [hx, hy, hz, smul_smul I (I / 2), hI]
  simp only [smul_mul_smul_comm, mul_add, add_mul, mul_sub, sub_mul]
  refine ⟨?_, ?_, ?_⟩
  · linear_combination (norm := module) (I / 2) • b1
  · linear_combination (norm := module)
      (I / 4) • b4 - (I / 4) • b5 - (I / 4) • b2 + (I / 4) • b3
  · linear_combination (norm := module) (-(1 / 4) : ℂ) • b2 - (1 / 4 : ℂ) • b4
      + (1 / 4 : ℂ) • b3 + (1 / 4 : ℂ) • b5

/-- Hopping between two distinct sites and back, in terms of occupations and spins. -/
theorem hop_exchange {c a : P → Fin 2 → A} (h : CAR c a) {p q : P} (hpq : p ≠ q) :
    hop c a p q * hop c a q p = hop c a p p - (1 / 2 : ℂ) • (hop c a p p * hop c a q q)
      - (2 : ℂ) • dot (spin c a p) (spin c a q) := by
  -- reorder each product into on-site bilinears
  have key : ∀ s t, c p s * a q s * (c q t * a p t) =
      c p s * (if s = t then 1 else 0) * a p t - c p s * a p t * (c q t * a q s) := by
    intro s t
    have h1 : a q s * c q t + c q t * a q s = if s = t then 1 else 0 := by
      simpa using h.ac q s q t
    have h3 : a p t * c q t + c q t * a p t = 0 := by simpa [hpq] using h.ac p t q t
    rw [← h1]
    linear_combination (norm := noncomm_ring)
      c p s * h3 * a q s - c p s * c q t * h.aa q s p t
  obtain ⟨px, py, pz⟩ := spin_components c a p
  obtain ⟨qx, qy, qz⟩ := spin_components c a q
  have hI : I / 2 * (I / 2) = -(1 / 4) := by linear_combination (1 / 4) * I_mul_I
  simp only [dot, Fin.sum_univ_three, px, py, pz, qx, qy, qz, smul_mul_smul_comm, hI]
  simp only [hop, Fin.sum_univ_two, mul_add, add_mul, mul_sub, sub_mul, key,
    zero_ne_one, one_ne_zero, if_true, if_false, mul_one, mul_zero, zero_mul]
  module

/-- For three distinct sites, the commutator of the two exchange processes sharing site `q`
is `-4i` times the scalar spin chirality. -/
theorem exchange_commutator_eq_chirality {c a : P → Fin 2 → A} (h : CAR c a) {p q r : P}
    (hpq : p ≠ q) (hqr : q ≠ r) (hpr : p ≠ r) :
    hop c a p q * hop c a q p * (hop c a q r * hop c a r q)
      - hop c a q r * hop c a r q * (hop c a p q * hop c a q p) =
    (-4 * I) • triple (spin c a p) (spin c a q) (spin c a r) := by
  -- spins on distinct sites commute
  have hs : ∀ {x y : P}, x ≠ y → ∀ k l, Commute (spin c a x k) (spin c a y l) := by
    intro x y hxy k l
    refine Commute.smul_left (Commute.smul_right ?_ _) _
    refine Commute.sum_left _ _ _ fun s _ => Commute.sum_left _ _ _ fun t _ =>
      Commute.smul_left ?_ _
    refine Commute.sum_right _ _ _ fun u _ => Commute.sum_right _ _ _ fun v _ =>
      Commute.smul_right ?_ _
    refine sub_eq_zero.mp ?_
    rw [bilinear_commutator h]
    simp [hxy, hxy.symm]
  -- occupations commute with occupations and spins
  have hn : ∀ x y, Commute (hop c a x x) (hop c a y y) := fun x y =>
    Commute.sum_right _ _ _ fun s _ => number_commute h x y s s
  have hnS : ∀ x y k, Commute (hop c a x x) (spin c a y k) := fun x y k =>
    Commute.smul_right (Commute.sum_right _ _ _ fun s _ => Commute.sum_right _ _ _
      fun t _ => Commute.smul_right (number_commute h x y s t) _) _
  have hnD : ∀ x y z, Commute (hop c a x x) (dot (spin c a y) (spin c a z)) :=
    fun x y z => Commute.sum_right _ _ _ fun k _ => (hnS x y k).mul_right (hnS x z k)
  have hN : ∀ x y T, Commute (hop c a x x) T → Commute (hop c a y y) T →
      Commute (hop c a x x - (1 / 2 : ℂ) • (hop c a x x * hop c a y y)) T :=
    fun x y T h1 h2 => h1.sub_left ((h1.mul_left h2).smul_left _)
  have drop : ∀ M N D F : A, Commute M N → Commute M F → Commute N D →
      (M - (2 : ℂ) • D) * (N - (2 : ℂ) • F) - (N - (2 : ℂ) • F) * (M - (2 : ℂ) • D)
        = (4 : ℂ) • (D * F - F * D) := by
    intro M N D F h1 h2 h3
    simp only [sub_mul, mul_sub, smul_mul_assoc, mul_smul_comm]
    linear_combination (norm := module) h1.eq - (2 : ℂ) • h2.eq + (2 : ℂ) • h3.eq
  -- only the spin algebra of the shared site survives
  have key : ∀ k l m (e : ℂ), spin c a q k * spin c a q l - spin c a q l * spin c a q k
      = e • spin c a q m →
      spin c a p k * spin c a q k * (spin c a q l * spin c a r l)
        - spin c a q l * spin c a r l * (spin c a p k * spin c a q k)
      = e • (spin c a p k * (spin c a q m * spin c a r l)) := by
    intro k l m e he
    rw [← mul_smul_comm, ← smul_mul_assoc, ← he]
    linear_combination (norm := noncomm_ring)
      spin c a q l * (hs hpr k l).eq * spin c a q k
      + (hs hpq k l).eq * spin c a r l * spin c a q k
      + spin c a p k * spin c a q l * (hs hqr k l).eq
  obtain ⟨h01, h12, h20⟩ := spin_commutator h q
  have flip : ∀ {x y z : A}, x - y = I • z → y - x = (-I) • z := by
    intro x y z hxy
    rw [neg_smul, ← hxy, neg_sub]
  rw [hop_exchange h hpq, hop_exchange h hqr, drop _ _ _ _
    (hN p q _ ((hN q r _ (hn q p) (hn r p)).symm) ((hN q r _ (hn q q) (hn r q)).symm))
    (hN p q _ (hnD p q r) (hnD q q r)) (hN q r _ (hnD q p q) (hnD r p q))]
  simp only [dot, triple, Fin.sum_univ_three, mul_add, add_mul, mul_sub]
  linear_combination (norm := module) (4 : ℂ) • (key 0 0 0 0 (by simp))
    + (4 : ℂ) • (key 1 1 1 0 (by simp)) + (4 : ℂ) • (key 2 2 2 0 (by simp))
    + (4 : ℂ) • (key 0 1 2 I h01) + (4 : ℂ) • (key 1 0 2 (-I) (flip h01))
    + (4 : ℂ) • (key 1 2 0 I h12) + (4 : ℂ) • (key 2 1 0 (-I) (flip h12))
    + (4 : ℂ) • (key 2 0 1 I h20) + (4 : ℂ) • (key 0 2 1 (-I) (flip h20))

/-- On a state with one electron on each of two distinct sites, hopping there and back
acts as `1/2 - 2 S_p · S_q`. -/
theorem singly_occupied_exchange {c a : P → Fin 2 → Module.End ℂ V} (h : CAR c a)
    {p q : P} (hpq : p ≠ q) {w : V} (hp : hop c a p p w = w) (hq : hop c a q q w = w) :
    (hop c a p q * hop c a q p) w =
      (1 / 2 : ℂ) • w - (2 : ℂ) • dot (spin c a p) (spin c a q) w := by
  rw [hop_exchange h hpq]
  simp only [LinearMap.sub_apply, LinearMap.smul_apply, Module.End.mul_apply, hp, hq]
  module

/-- The Fock space of three sites with two spin modes each, as an exterior algebra. -/
abbrev Fock := CliffordAlgebra (0 : QuadraticForm ℂ (Fin 3 × Fin 2 → ℂ))

/-- Creation is the wedge product with a mode. -/
def create (p : Fin 3) (s : Fin 2) : Module.End ℂ Fock :=
  LinearMap.mulLeft ℂ (CliffordAlgebra.ι _ (Pi.single (p, s) 1))

/-- Annihilation is contraction with a mode. -/
def annihilate (p : Fin 3) (s : Fin 2) : Module.End ℂ Fock :=
  CliffordAlgebra.contractLeft (LinearMap.proj (p, s))

/-- Wedge product and contraction on Fock space satisfy the anticommutation relations. -/
theorem car_witness : CAR create annihilate := by
  refine ⟨fun p s q t => ?_, fun p s q t => ?_, fun p s q t => ?_⟩ <;>
    refine LinearMap.ext fun x => ?_
  · simp only [create, LinearMap.add_apply, Module.End.mul_apply, LinearMap.mulLeft_apply]
    rw [← mul_assoc, ← mul_assoc, ← add_mul, CliffordAlgebra.ι_mul_ι_add_swap]
    simp [QuadraticMap.polar]
  · simp only [annihilate, LinearMap.add_apply, Module.End.mul_apply]
    rw [CliffordAlgebra.contractLeft_comm]
    simp
  · simp only [create, annihilate, LinearMap.add_apply, Module.End.mul_apply,
      LinearMap.mulLeft_apply]
    rw [CliffordAlgebra.contractLeft_ι_mul, sub_add_cancel]
    by_cases hm : p = q ∧ s = t
    · simp [hm.1, hm.2]
    · simp [hm, Prod.ext_iff]

/-- Creating spins 0, 1, 0 on the three sites from the vacuum gives a nonzero state with
one electron on every site. -/
theorem singly_occupied_witness :
    create 0 0 (create 1 1 (create 2 0 1)) ≠ 0 ∧
    ∀ p, hop create annihilate p p (create 0 0 (create 1 1 (create 2 0 1))) =
      create 0 0 (create 1 1 (create 2 0 1)) := by
  constructor
  · intro h0
    -- removing the three electrons returns the vacuum
    have h1 := congrArg (fun x => annihilate 2 0 (annihilate 1 1 (annihilate 0 0 x))) h0
    simp [create, annihilate, CliffordAlgebra.contractLeft_ι_mul,
      CliffordAlgebra.contractLeft_ι] at h1
  · -- a creator raises the occupation of its own site by one
    have step : ∀ p q s x, hop create annihilate p p (create q s x) =
        create q s (hop create annihilate p p x) + if p = q then create q s x else 0 := by
      intro p q s x
      have k : ∀ r, create p r * annihilate p r * create q s =
          create q s * (create p r * annihilate p r)
            + create p r * (if p = q ∧ r = s then 1 else 0) := by
        intro r
        rw [← car_witness.ac p r q s]
        linear_combination (norm := noncomm_ring)
          -(car_witness.cc p r q s * annihilate p r)
      have k0 := LinearMap.congr_fun (k 0) x
      have k1 := LinearMap.congr_fun (k 1) x
      simp only [Module.End.mul_apply, LinearMap.add_apply] at k0 k1
      simp only [hop, Fin.sum_univ_two, LinearMap.add_apply, Module.End.mul_apply,
        map_add, k0, k1]
      by_cases hpq : p = q
      · subst hpq
        fin_cases s <;> simp <;> abel
      · simp [hpq]
    have vac : ∀ p, hop create annihilate p p 1 = 0 := by
      intro p
      simp [hop, annihilate, CliffordAlgebra.contractLeft_one]
    intro p
    rw [step, step, step, vac]
    fin_cases p <;> simp

end

end ScalarSpinChirality
```

```lean
#print axioms ScalarSpinChirality.exchange_commutator_eq_chirality
#print axioms ScalarSpinChirality.singly_occupied_exchange
```

```
'ScalarSpinChirality.exchange_commutator_eq_chirality' depends on axioms: [propext, Classical.choice, Quot.sound]
'ScalarSpinChirality.singly_occupied_exchange' depends on axioms: [propext, Classical.choice, Quot.sound]
```

## From bilinears to the triple product

`bilinear_commutator` is the reordering formula; `number_commute` and `spin_commutator` draw its on-site consequences. In `hop_exchange`, the local `key` reorders the four operators. The proof then expands the spin components explicitly, where the derivation above used the Pauli completeness relation, and `module` compares coefficients.

In the main theorem, `hs`, `hn` and `hnS` collect the commuting pairs, and `drop` removes the occupation terms. A second `key` is the opening one-component calculation for general components. Its nine instances, three of them zero, are added by `linear_combination` to give the triple product.

The remaining results supply a concrete example. `car_witness` verifies the anticommutation relations on an exterior algebra over six modes, with creation as wedge product and annihilation as contraction. `singly_occupied_witness` shows that the state with spins up, down, up has one electron per site, and that it is nonzero because removing the three electrons returns the vacuum.
